# The classical multiphonon capture barrier for finitely many displaced harmonic modes

In multiphonon capture a carrier is trapped at a deep level without emitting light and gives its energy to the lattice; other non-radiative channels, such as Auger capture, in which another carrier takes the energy, are not considered here. In the classical picture the atoms first have to reach a configuration where the electronic states before and after capture have the same energy. The usual diagram draws two parabolas along one coordinate, the line through the equilibrium configurations before and after capture, and reads the barrier off their crossing. A defect has many vibrational modes, however, and the two energy surfaces then meet on a whole family of configurations. A barrier read along that line is at first only an upper bound, since a lower crossing might lie off the line, for instance in the direction of a soft mode. For harmonic surfaces with the same force constants before and after capture this does not happen. The lowest crossing lies on the line through the two minima, and its height depends on the modes only through one number, the relaxation energy.

## Two displaced harmonic surfaces

```lean
import Mathlib

open Finset

namespace MultiphononCapture

noncomputable section

variable {ι : Type*} [Fintype ι]
```

The type `ι` is the finite set of mode labels \(j\), of any size. A list of real numbers, one for each mode, has type `ι → ℝ`, and `q j` is the component \(q_j\).

```lean
/-- Harmonic lattice energy `∑ a_j q_j²` of the configuration `q`. -/
def elastic (a q : ι → ℝ) : ℝ := ∑ j, a j * q j ^ 2
```

This is the lattice energy \(V(q) = \sum_j a_j q_j^2\) of a configuration with normal-mode coordinates \(q_j\). There is no factor one half, so \(a_j\) is half the force constant of mode \(j\); in mass-weighted coordinates \(a_j = \omega_j^2/2\), with \(\omega_j\) the angular frequency.

```lean
/-- Energy surface before capture: `E + ∑ a_j q_j²`, centred at `q = 0` with offset `E`. -/
def initialSurface (a : ι → ℝ) (E : ℝ) (q : ι → ℝ) : ℝ := E + elastic a q

/-- Energy surface after capture: the same force constants, mode `j` displaced by `d j`. -/
def finalSurface (a d q : ι → ℝ) : ℝ := ∑ j, a j * (q j - d j) ^ 2
```

The surfaces before and after capture are
\[ U_i(q) = E + \sum_j a_j q_j^2, \qquad U_f(q) = \sum_j a_j (q_j - d_j)^2 . \]
For positive \(a_j\) the first has its minimum \(E\) at \(q = 0\) and the second has its minimum \(0\) at \(q = d\). So \(d_j\) is the shift of the equilibrium position of mode \(j\), and \(E\) is the energy difference between the two relaxed states, positive when capture releases energy. Any real \(E\) is allowed. Both surfaces use the same \(a_j\) and the same modes, which means that capture moves the equilibrium but neither changes the frequencies nor mixes the modes.

```lean
/-- Lattice relaxation energy `R = ∑ a_j d_j²`. -/
def relaxation (a d : ι → ℝ) : ℝ := ∑ j, a j * d j ^ 2
```

The relaxation energy \(R = \sum_j a_j d_j^2\) equals \(U_f(0)\), the energy given up when the lattice, already in the final electronic state, moves from the old equilibrium to the new one.

```lean
/-- The crossing seam: configurations where the two energy surfaces are equal. -/
def seam (a d : ι → ℝ) (E : ℝ) : Set (ι → ℝ) :=
  {q | initialSurface a E q = finalSurface a d q}
```

The braces build a set: the seam consists of all \(q\) with \(U_i(q) = U_f(q)\).

```lean
/-- The configuration `q*_j = (R - E) / (2R) · d_j` along the displacement direction. -/
def crossingPoint (a d : ι → ℝ) (E : ℝ) : ι → ℝ :=
  fun j => (relaxation a d - E) / (2 * relaxation a d) * d j

/-- The expression `(R - E)² / (4R)` in the relaxation energy `R` and the offset `E`. -/
def barrier (R E : ℝ) : ℝ := (R - E) ^ 2 / (4 * R)
```

These are the configuration \(q^*_j = \frac{R-E}{2R}\, d_j\), a multiple of the displacement, and the number
\[ B = \frac{(R-E)^2}{4R} . \]
At this stage they are only formulas, and their connection with the seam comes from the theorems. Lean gives division by zero the value zero, so both formulas are meaningless at \(R = 0\), and every theorem that uses them carries hypotheses that force \(R > 0\).

## The seam is a hyperplane

```lean
/-- With positive force constants and a nonzero displacement, the relaxation energy is
positive. -/
theorem relaxation_pos {a d : ι → ℝ} (ha : ∀ j, 0 < a j) (hd : d ≠ 0) :
    0 < relaxation a d := by
  obtain ⟨k, hk⟩ := Function.ne_iff.mp hd
  have hk' : d k ≠ 0 := hk
  have hk2 : 0 < d k ^ 2 := by positivity
  exact Finset.sum_pos' (fun j _ => mul_nonneg (ha j).le (sq_nonneg _))
    ⟨k, mem_univ k, mul_pos (ha k) hk2⟩
```

The names in parentheses before the colon are hypotheses. Here `ha` says \(a_j > 0\) for every \(j\), which is stability of every mode, and `hd : d ≠ 0` says that at least one \(d_k\) is nonzero, so that the change of electronic state displaces the lattice at all. Modes with \(d_j = 0\) are allowed. The claim is \(R > 0\). Every term \(a_j d_j^2\) is nonnegative and the term \(a_k d_k^2\) is positive, and these are the two arguments handed to `Finset.sum_pos'`.

```lean
/-- Completing the square about the point `t d`: the lattice energy of `q` is
`∑ a_j (q_j - t d_j)² + 2 t ∑ a_j q_j d_j - t² R`. -/
theorem complete_square (a d q : ι → ℝ) (t : ℝ) :
    elastic a q = ∑ j, a j * (q j - t * d j) ^ 2 + 2 * t * ∑ j, a j * q j * d j
      - t ^ 2 * relaxation a d := by
  unfold elastic relaxation
  rw [Finset.mul_sum, Finset.mul_sum, ← Finset.sum_add_distrib, ← Finset.sum_sub_distrib]
  exact Finset.sum_congr rfl (fun j _ => by ring)
```

Write \(S(q) = \sum_j a_j q_j d_j\). In Lean's notation a sum ends at the next plus or minus sign outside parentheses, so the statement reads
\[ V(q) = \sum_j a_j (q_j - t d_j)^2 + 2t\,S(q) - t^2 R \]
for every \(q\) and every real \(t\), with no condition on \(a\) or \(d\). For one mode, \(a_j (q_j - t d_j)^2 = a_j q_j^2 - 2t\, a_j q_j d_j + t^2 a_j d_j^2\). Solving for \(a_j q_j^2\) and summing over \(j\) gives the identity. The proof collects the right side into one sum and lets `ring`, which verifies polynomial identities, confirm the equation term by term.

```lean
/-- The surfaces cross at `q` exactly when `2 ∑ a_j q_j d_j = R - E`. -/
theorem mem_seam_iff (a d q : ι → ℝ) (E : ℝ) :
    q ∈ seam a d E ↔ 2 * ∑ j, a j * q j * d j = relaxation a d - E := by
  -- the quadratic terms of the two surfaces cancel
  have h := complete_square a d q 1
  simp only [one_mul, mul_one, one_pow] at h
  change E + elastic a q = ∑ j, a j * (q j - d j) ^ 2 ↔ _
  constructor <;> intro h' <;> linarith
```

A configuration lies on the seam exactly when \(2S(q) = R - E\). Setting \(t = 1\) above gives \(V(q) = U_f(q) + 2S(q) - R\), which is `h`. The seam condition \(E + V(q) = U_f(q)\) then becomes \(E + 2S(q) - R = 0\). The tactic `linarith`, which combines known equations and inequalities linearly, makes this substitution in both directions. The quadratic terms cancel because the force constants agree. When \(R > 0\) the condition is one nontrivial linear equation, so the seam is a hyperplane, and for a single mode it is one point.

```lean
/-- For positive `a j` and nonzero `d`, the configuration `q*` lies on the crossing seam. -/
theorem crossingPoint_mem_seam {a d : ι → ℝ} (ha : ∀ j, 0 < a j) (hd : d ≠ 0) (E : ℝ) :
    crossingPoint a d E ∈ seam a d E := by
  have hR := (relaxation_pos ha hd).ne'
  have hs : ∑ j, a j * crossingPoint a d E j * d j
      = (relaxation a d - E) / (2 * relaxation a d) * ∑ j, a j * d j ^ 2 := by
    rw [Finset.mul_sum]
    exact Finset.sum_congr rfl (fun j _ => by unfold crossingPoint; ring)
  have hdef : ∑ j, a j * d j ^ 2 = relaxation a d := rfl
  rw [mem_seam_iff, hs, hdef]
  field_simp
```

The point \(q^*\) satisfies that equation. Pulling the constant out of the sum gives
\[ S(q^*) = \frac{R-E}{2R} \sum_j a_j d_j^2 = \frac{R-E}{2R}\, R , \]
which is `hs` together with `hdef`. Hence \(2S(q^*) = R - E\). The cancellation of \(R\) is done by `field_simp`, which clears denominators and needs `hR`, the statement \(R \neq 0\).

## The lowest point of the seam

```lean
/-- For positive `a j` and nonzero `d`, on the seam the lattice energy equals `(R - E)² / (4R)` plus
the harmonic energy of the deviation from `q*`. -/
theorem elastic_on_seam {a d q : ι → ℝ} {E : ℝ} (ha : ∀ j, 0 < a j) (hd : d ≠ 0)
    (hq : q ∈ seam a d E) :
    elastic a q = barrier (relaxation a d) E
      + ∑ j, a j * (q j - crossingPoint a d E j) ^ 2 := by
  have hR := (relaxation_pos ha hd).ne'
  have hs : ∑ j, a j * q j * d j = (relaxation a d - E) / 2 := by
    have := (mem_seam_iff a d q E).mp hq
    linarith
  -- complete the square about q*, and use the seam condition in the cross term
  have h := complete_square a d q ((relaxation a d - E) / (2 * relaxation a d))
  rw [hs] at h
  have hb : 2 * ((relaxation a d - E) / (2 * relaxation a d)) * ((relaxation a d - E) / 2)
      - ((relaxation a d - E) / (2 * relaxation a d)) ^ 2 * relaxation a d
      = barrier (relaxation a d) E := by
    unfold barrier
    field_simp
    ring
  unfold crossingPoint
  linarith
```

For every \(q\) on the seam (`hq`),
\[ V(q) = B + \sum_j a_j (q_j - q^*_j)^2 . \]
Take \(t = (R-E)/(2R)\) in the completed square, so that \(t d_j = q^*_j\). On the seam \(S(q) = (R-E)/2\), which is `hs`. The last two terms then no longer depend on \(q\):
\[ 2t\,S(q) - t^2 R = \frac{(R-E)^2}{2R} - \frac{(R-E)^2}{4R} = B . \]
This is `hb`, and the closing `linarith` inserts it into `h`.

```lean
/-- For finitely many modes with positive `a j` and nonzero `d`, the minimum of the lattice energy
`∑ a_j q_j²` over the crossing seam is `(R - E)² / (4R)`. -/
theorem capture_barrier {a d : ι → ℝ} (ha : ∀ j, 0 < a j) (hd : d ≠ 0) (E : ℝ) :
    IsLeast (elastic a '' seam a d E) (barrier (relaxation a d) E) := by
  constructor
  · -- the value is attained at q*
    refine ⟨crossingPoint a d E, crossingPoint_mem_seam ha hd E, ?_⟩
    rw [elastic_on_seam ha hd (crossingPoint_mem_seam ha hd E)]
    simp
  · -- the deviation energy is nonnegative
    rintro _ ⟨q, hq, rfl⟩
    have hn : 0 ≤ ∑ j, a j * (q j - crossingPoint a d E j) ^ 2 :=
      Finset.sum_nonneg (fun j _ => mul_nonneg (ha j).le (sq_nonneg _))
    rw [elastic_on_seam ha hd hq]
    linarith
```

The expression `elastic a '' seam a d E` is the set of values \(V(q)\) as \(q\) runs over the seam, and `IsLeast` says that \(B\) belongs to this set and that no member is smaller. In ordinary notation,
\[ \min_{q:\; U_i(q) = U_f(q)} \; \sum_j a_j q_j^2 = \frac{(R-E)^2}{4R} . \]
Since \(V = U_i - E\), the height is measured from the bottom of the initial surface. The tactic `constructor` splits the claim in two. For membership the witness is \(q^*\), which is on the seam and makes the deviation sum vanish, so that \(V(q^*) = B\). For the lower bound, `hn` says that the deviation sum is nonnegative, so \(V(q) \ge B\) for any seam point.

The theorem concerns static energies of two uncoupled surfaces. It contains no electronic coupling between the states, no nuclear tunnelling or zero-point motion, no temperature and no rate, and reading \(B\) as the activation energy of capture is the physical interpretation of the classical model and is not derived in the file. In electronic-structure work on defects, \(R\) is the difference between the total energies of the captured state at the two relaxed geometries, and \(E\), for a carrier at the band edge, is the energy distance from that edge to the thermodynamic charge transition level of the defect. Within a finite harmonic model with unchanged force constants these two numbers fix the classical barrier without a search over modes.

```lean
/-- For positive `a j` and nonzero `d`, a point of the seam has lattice energy `(R - E)² / (4R)`
exactly when it is `q*`. -/
theorem minimiser_unique {a d q : ι → ℝ} {E : ℝ} (ha : ∀ j, 0 < a j) (hd : d ≠ 0)
    (hq : q ∈ seam a d E) :
    elastic a q = barrier (relaxation a d) E ↔ q = crossingPoint a d E := by
  rw [elastic_on_seam ha hd hq]
  constructor
  · intro h
    have h0 : ∑ j, a j * (q j - crossingPoint a d E j) ^ 2 = 0 := by linarith
    -- every mode's deviation energy vanishes separately
    have hall := (Finset.sum_eq_zero_iff_of_nonneg
      (fun j _ => mul_nonneg (ha j).le (sq_nonneg (q j - crossingPoint a d E j)))).mp h0
    funext j
    have hj := (mul_eq_zero.mp (hall j (mem_univ j))).resolve_left (ha j).ne'
    exact sub_eq_zero.mp ((pow_eq_zero_iff two_ne_zero).mp hj)
  · intro h
    rw [h]
    simp
```

A seam point has \(V(q) = B\) exactly when \(q = q^*\), so the lowest crossing is unique. If \(V(q) = B\), the deviation sum is zero (`h0`). A vanishing sum of nonnegative terms has every term zero (`hall`), so \(a_j (q_j - q^*_j)^2 = 0\) for each \(j\). Because \(a_j \neq 0\), this gives \(q_j = q^*_j\), and `funext` turns equality of all components into equality of configurations. The converse is substitution. In particular, modes with \(d_j = 0\) have \(q^*_j = 0\). The factor \((R-E)/(2R)\) places \(q^*\) midway between the minima for \(E = 0\), and on the far side of \(q = 0\), opposite to \(d\), for \(E > R\).

## The reverse process and the case without a barrier

```lean
/-- For positive `a j` and nonzero `d`, the minimum of the final surface over the crossing seam is
`(R + E)² / (4R)`. -/
theorem emission_barrier {a d : ι → ℝ} (ha : ∀ j, 0 < a j) (hd : d ≠ 0) (E : ℝ) :
    IsLeast (finalSurface a d '' seam a d E)
      ((relaxation a d + E) ^ 2 / (4 * relaxation a d)) := by
  have hR := (relaxation_pos ha hd).ne'
  have hb : (relaxation a d + E) ^ 2 / (4 * relaxation a d)
      = E + barrier (relaxation a d) E := by
    unfold barrier
    field_simp
    ring
  obtain ⟨⟨p, hp, hpe⟩, hlow⟩ := capture_barrier ha hd E
  rw [hb]
  -- on the seam the final surface is E plus the lattice energy
  constructor
  · refine ⟨p, hp, ?_⟩
    have hp' : E + elastic a p = finalSurface a d p := hp
    linarith
  · rintro _ ⟨q, hq, rfl⟩
    have hq' : E + elastic a q = finalSurface a d q := hq
    have hle : barrier (relaxation a d) E ≤ elastic a q := hlow ⟨q, hq, rfl⟩
    linarith
```

The least value of \(U_f\) on the seam is \((R+E)^2/(4R)\). The minimum value of the final surface, taken at \(q = d\), is zero, so this is the height to be climbed in thermal emission from the captured state. On the seam \(U_f(q) = E + V(q)\), so its least value is \(E + B\). From \((R+E)^2 - (R-E)^2 = 4RE\) it follows that
\[ \frac{(R+E)^2}{4R} = E + \frac{(R-E)^2}{4R} , \]
which is `hb`. The proof takes from `capture_barrier` the minimising point `p` and the bound `hlow`, and adds \(E\) to each through `hp'` and `hq'`.

```lean
/-- For positive `a j` and nonzero `d`, the seam contains a configuration of zero lattice energy
exactly when the offset `E` equals the relaxation energy `R`. -/
theorem barrierless_iff {a d : ι → ℝ} (ha : ∀ j, 0 < a j) (hd : d ≠ 0) (E : ℝ) :
    (0 : ℝ) ∈ elastic a '' seam a d E ↔ E = relaxation a d := by
  have hR := relaxation_pos ha hd
  obtain ⟨hmem, hlow⟩ := capture_barrier ha hd E
  constructor
  · intro h
    have h0 : barrier (relaxation a d) E ≤ 0 := hlow h
    unfold barrier at h0
    rw [div_le_iff₀ (by positivity), zero_mul] at h0
    have h1 : (relaxation a d - E) ^ 2 = 0 := le_antisymm h0 (sq_nonneg _)
    have h2 := (pow_eq_zero_iff two_ne_zero).mp h1
    linarith
  · intro h
    have hb : barrier (relaxation a d) E = 0 := by
      unfold barrier
      rw [h]
      simp
    rwa [hb] at hmem

end

end MultiphononCapture
```

The seam contains a configuration of zero lattice energy exactly when \(E = R\). With positive \(a_j\) the only such configuration is \(q = 0\), so this is the case in which the final surface passes through the bottom of the initial one. Suppose that zero is among the values of \(V\) on the seam. The lower bound gives \(B \le 0\) (`h0`), and multiplying by \(4R > 0\) gives \((R-E)^2 \le 0\). A square is nonnegative, so \((R-E)^2 = 0\) (`h1`) and \(E = R\). Conversely, \(E = R\) makes \(B = 0\), and \(B\) is a value of \(V\) on the seam by `hmem`.

```lean
#print axioms MultiphononCapture.capture_barrier
#print axioms MultiphononCapture.minimiser_unique
#print axioms MultiphononCapture.emission_barrier
#print axioms MultiphononCapture.barrierless_iff
```

```
'MultiphononCapture.capture_barrier' depends on axioms: [propext, Classical.choice, Quot.sound]
'MultiphononCapture.minimiser_unique' depends on axioms: [propext, Classical.choice, Quot.sound]
'MultiphononCapture.emission_barrier' depends on axioms: [propext, Classical.choice, Quot.sound]
'MultiphononCapture.barrierless_iff' depends on axioms: [propext, Classical.choice, Quot.sound]
```
